# Little-group operators with the Bloch phase removed represent the group of their rotations up to phase factors

Suppose that a symmetry operator at wave vector \(k\) is labelled by its rotation alone. In a crystal the same rotation occurs with many translations, and at \(k\neq0\) these generally give operators that differ by a phase, so the label is ambiguous. Removing the phase cures this, but at the zone boundary the resulting operators may still fail to multiply as the rotations do, and a point-group character table can then assign wrong symmetry labels to the bands. The problems below find the correct multiplication law for linear representations in which every translation acts as a Bloch phase; antiunitary and double-valued spin operations are not treated.

## Isometries, translations and Bloch phases

The Seitz symbol \((R,w)\) denotes the isometry \(x\mapsto Rx+w\) of a real inner product space \(V\), where \(R\) is a linear isometry, proper or improper.

In Lean 4 with Mathlib:

```lean
import Mathlib

open scoped InnerProductSpace Real

namespace SmallRepresentations

noncomputable section

/-- The Seitz symbol (R,w) of the isometry x ↦ R x + w. -/
@[ext] structure Seitz (V : Type*) [NormedAddCommGroup V] [InnerProductSpace ℝ V] where
  rot : V ≃ₗᵢ[ℝ] V
  trans : V
```

Composition gives \((R_1,w_1)(R_2,w_2)=(R_1R_2,\,w_1+R_1w_2)\).

```lean
variable {V : Type*} [NormedAddCommGroup V] [InnerProductSpace ℝ V]

/-- Seitz symbols multiply as isometries compose: (R,w)(S,v) = (RS, w + Rv). -/
instance : Group (Seitz V) where
  mul g h := ⟨g.rot * h.rot, g.trans + g.rot h.trans⟩
  one := ⟨1, 0⟩
  inv g := ⟨g.rot⁻¹, -(g.rot⁻¹ g.trans)⟩
  mul_assoc a b c := Seitz.ext (mul_assoc a.rot b.rot c.rot) (by
    change (a.trans + a.rot b.trans) + a.rot (b.rot c.trans)
      = a.trans + a.rot (b.trans + b.rot c.trans)
    rw [map_add, add_assoc])
  one_mul a := Seitz.ext (one_mul a.rot) (zero_add a.trans)
  mul_one a := Seitz.ext (mul_one a.rot) (by
    change a.trans + a.rot 0 = a.trans
    rw [map_zero, add_zero])
  inv_mul_cancel a := Seitz.ext (inv_mul_cancel a.rot) (neg_add_cancel (a.rot⁻¹ a.trans))
```

Let \(G\) be any subgroup of these isometries; in the application it is the little group of \(k\). Its point group collects the rotation parts, including those that occur only with a fractional translation; for a little group it may be smaller than the point group of the crystal.

```lean
/-- The map (R,w) ↦ R. -/
def rotHom : Seitz V →* (V ≃ₗᵢ[ℝ] V) where
  toFun := Seitz.rot
  map_one' := rfl
  map_mul' _ _ := rfl

/-- The point group: all R that occur in elements (R,w) of G. -/
def pointGroup (G : Subgroup (Seitz V)) : Subgroup (V ≃ₗᵢ[ℝ] V) := G.map rotHom
```

`wave k x` is \(e^{ik\cdot x}\), with the factor \(2\pi\) contained in \(k\). A vector \(q\) is reciprocal to \(G\) if \(q\cdot t\in2\pi\mathbb Z\) for every pure translation \((1,t)\) in \(G\). These translations need not form a discrete lattice.

```lean
/-- The plane wave exp(i k·x). -/
def wave (k x : V) : ℂ := Complex.exp (Complex.I * ((⟪k, x⟫_ℝ : ℝ) : ℂ))

/-- The vector q is reciprocal to the translations t of G: q·t is a multiple of 2π. -/
def IsReciprocal (G : Subgroup (Seitz V)) (q : V) : Prop :=
  ∀ t : V, (⟨1, t⟩ : Seitz V) ∈ G → ∃ n : ℤ, ⟪q, t⟫_ℝ = 2 * π * n
```

The representation is a homomorphism \(D\) from \(G\) to a complex algebra `A`, for instance matrices; neither unitarity nor finite dimension is required. `toPoint g` is the rotation part of \(g\) as a point-group element. The physical hypothesis is `BlochAt D k`: \(D(1,t)=e^{-ik\cdot t}\,1\), so that all states in the representation space carry the same Bloch wave vector.

```lean
variable {G : Subgroup (Seitz V)} {A : Type*} [Ring A] [Algebra ℂ A]

/-- The rotation part of an element of G, as an element of the point group. -/
def toPoint (g : G) : pointGroup G := ⟨g.1.rot, g.1, g.2, rfl⟩

/-- Every translation (1,t) of G is represented by the number exp(-i k·t). -/
def BlochAt (D : G →* A) (k : V) : Prop :=
  ∀ g : G, g.1.rot = 1 → D g = wave (-k) g.1.trans • (1 : A)
```

For \(g=(R,w)\), write \(S(g)=e^{ik\cdot w}D(g)\). This is `smallOp D k g`.

```lean
/-- The operator exp(i k·w) D(R,w). -/
def smallOp (D : G →* A) (k : V) (g : G) : A := wave k g.1.trans • D g
```

## (a) Moving a rotation across the scalar product

Show that, for every linear isometry \(R\) and all \(k,x\in V\),
\[
R^{-1}k\cdot x=k\cdot Rx .
\]

**Solution.** Applying \(R\) to both vectors preserves their scalar product, so \(R^{-1}k\cdot x=RR^{-1}k\cdot Rx=k\cdot Rx\). The two rewrites in the proof are these two equalities.

```lean
/-- A rotation moves across the scalar product as its inverse: R⁻¹k·x = k·Rx. -/
theorem inner_inv_rot (R : V ≃ₗᵢ[ℝ] V) (k x : V) : ⟪R⁻¹ k, x⟫_ℝ = ⟪k, R x⟫_ℝ := by
  rw [← R.inner_map_map (R⁻¹ k) x, show R (R⁻¹ k) = k from R.apply_symm_apply k]
```

## (b) Independence of the translation part

Assume the Bloch condition. Show that if \(g=(R,w)\) and \(h=(R,v)\) lie in \(G\), then
\[
S(g)=S(h).
\]

**Solution.** Since \(h^{-1}=(R^{-1},-R^{-1}v)\), we have \(gh^{-1}=(1,w-v)\). Hence
\[
D(g)=D(gh^{-1})D(h)=e^{-ik\cdot(w-v)}D(h),
\]
and multiplication by \(e^{ik\cdot w}\) leaves \(e^{ik\cdot v}D(h)\). In the code, `h1` and `h2` compute \(gh^{-1}\), `h3` is the displayed equation, and the last lines add the exponents.

```lean
/-- If all translations (1,t) of G act as exp(-i k·t), then elements of G with the same rotation
part have the same operator exp(i k·w) D(R,w). -/
theorem smallOp_eq_of_rot_eq {D : G →* A} {k : V} (hD : BlochAt D k) (g h : G)
    (hr : g.1.rot = h.1.rot) : smallOp D k g = smallOp D k h := by
  -- g and h differ by a pure translation
  have h1 : (g * h⁻¹).1.rot = 1 := by
    change g.1.rot * h.1.rot⁻¹ = 1
    rw [hr, mul_inv_cancel]
  have h2 : (g * h⁻¹).1.trans = g.1.trans - h.1.trans := by
    change g.1.trans + g.1.rot (-(h.1.rot.symm h.1.trans)) = _
    rw [hr, map_neg, LinearIsometryEquiv.apply_symm_apply, sub_eq_add_neg]
  have h3 : D g = wave (-k) (g.1.trans - h.1.trans) • D h := by
    have h4 := hD _ h1
    rw [h2] at h4
    calc D g = D (g * h⁻¹) * D h := by rw [← map_mul, inv_mul_cancel_right]
      _ = _ := by rw [h4, smul_mul_assoc, one_mul]
  unfold smallOp
  rw [h3, smul_smul]
  congr 1
  simp only [wave, ← Complex.exp_add, inner_neg_left, inner_sub_right]
  congr 1
  push_cast
  ring
```

## (c) The phase in the product

For \(g=(R_1,w_1)\) and \(h=(R_2,w_2)\), show without using the Bloch condition that
\[
S(g)S(h)=e^{-i(R_1^{-1}k-k)\cdot w_2}\,S(gh).
\]

**Solution.** The left side is \(e^{ik\cdot(w_1+w_2)}D(gh)\), while \(S(gh)=e^{ik\cdot(w_1+R_1w_2)}D(gh)\). The phase between them is \(e^{ik\cdot w_2-ik\cdot R_1w_2}\), which (a) turns into the stated factor. The proof likewise combines the operators first and then compares exponents.

```lean
/-- The operators exp(i k·w) D(R,w) multiply like the elements of G, up to the factor
exp(-i(R₁⁻¹k - k)·w₂). -/
theorem smallOp_mul (D : G →* A) (k : V) (g h : G) :
    smallOp D k g * smallOp D k h
      = wave (-(g.1.rot⁻¹ k - k)) h.1.trans • smallOp D k (g * h) := by
  have ht : (g * h).1.trans = g.1.trans + g.1.rot h.1.trans := rfl
  unfold smallOp
  rw [smul_mul_smul_comm, ← map_mul, smul_smul, ht]
  congr 1
  simp only [wave, ← Complex.exp_add, inner_neg_left, inner_sub_left, inner_inv_rot,
    inner_add_right]
  congr 1
  push_cast
  ring
```

## (d) Every rotation sends k to an equivalent wave vector

Assume the Bloch condition and \(1\neq0\) in the algebra. Show that for every \((R,w)\) in \(G\) and every translation \((1,t)\) in \(G\) there is an integer \(n\) with
\[
(R^{-1}k-k)\cdot t=2\pi n .
\]

**Solution.** Put \(g=(R,w)\), \(\tau=(1,t)\) and \(q=R^{-1}k-k\). Then \(S(\tau)=1\), and \(S(g\tau)=S(g)\) by (b), so (c) gives \(S(g)=e^{-iq\cdot t}S(g)\). Multiplying on the right by \(D(g^{-1})\) gives
\[
e^{ik\cdot w}\,1=e^{-iq\cdot t}e^{ik\cdot w}\,1 .
\]
In a nonzero algebra the scalars must agree, so \(e^{-iq\cdot t}=1\). The little-group condition is thus a consequence of the Bloch condition. Steps `h1` to `h3` obtain the first equation, `hS` to `h7` cancel the operator, and the rest extracts the integer.

```lean
/-- If 1 ≠ 0 in A and all translations (1,t) of G act as exp(-i k·t), then R⁻¹k - k is reciprocal to
them for every (R,w) in G. -/
theorem little_group_condition [Nontrivial A] {D : G →* A} {k : V} (hD : BlochAt D k)
    (g : G) : IsReciprocal G (g.1.rot⁻¹ k - k) := by
  intro t ht
  let τ : G := ⟨⟨1, t⟩, ht⟩
  have h1 : smallOp D k τ = 1 := by
    have hw : wave k t * wave (-k) t = 1 := by
      rw [wave, wave, ← Complex.exp_add, inner_neg_left, Complex.ofReal_neg, mul_neg,
        add_neg_cancel, Complex.exp_zero]
    unfold smallOp
    rw [hD τ rfl, smul_smul]
    change (wave k t * wave (-k) t) • (1 : A) = 1
    rw [hw, one_smul]
  have h2 : smallOp D k (g * τ) = smallOp D k g :=
    smallOp_eq_of_rot_eq hD _ _ (mul_one g.1.rot)
  -- by h1, h2 and the product law, the operator equals itself times the phase factor
  have h3 : smallOp D k g = wave (-(g.1.rot⁻¹ k - k)) t • smallOp D k g := by
    have h := smallOp_mul D k g τ
    rw [h1, h2, mul_one] at h
    exact h
  have hS : smallOp D k g * D g⁻¹ = wave k g.1.trans • (1 : A) := by
    rw [smallOp, smul_mul_assoc, ← map_mul, mul_inv_cancel, map_one]
  have h5 : wave k g.1.trans • (1 : A)
      = (wave (-(g.1.rot⁻¹ k - k)) t * wave k g.1.trans) • (1 : A) := by
    rw [mul_smul, ← hS, ← smul_mul_assoc, ← h3]
  have h6 : wave k g.1.trans = wave (-(g.1.rot⁻¹ k - k)) t * wave k g.1.trans := by
    apply (algebraMap ℂ A).injective
    simp only [Algebra.algebraMap_eq_smul_one]
    exact h5
  have h7 : wave (-(g.1.rot⁻¹ k - k)) t = 1 :=
    mul_right_cancel₀ (Complex.exp_ne_zero _ : wave k g.1.trans ≠ 0)
      (by rw [one_mul]; exact h6.symm)
  obtain ⟨n, hn⟩ := Complex.exp_eq_one_iff.1 h7
  refine ⟨-n, ?_⟩
  rw [inner_neg_left] at hn
  generalize ⟪g.1.rot⁻¹ k - k, t⟫_ℝ = x at hn ⊢
  have h8 := congrArg Complex.im hn
  simp at h8
  push_cast
  linarith
```

## (e) Operators labelled by rotations

Under the Bloch condition, construct a function \(P\) on the point group such that, for all \((R,w)\), \((R_1,w_1)\) and \((R_2,w_2)\) in \(G\),
\[
P(R)=e^{ik\cdot w}D(R,w),\qquad
P(R_1)P(R_2)=e^{-i(R_1^{-1}k-k)\cdot w_2}P(R_1R_2).
\]

**Solution.** Choose one element of \(G\) for each \(R\) and let \(P(R)\) be its \(S\). By (b) any other choice gives the same operator, and (c) is then the product law. In the code `s` is the choice and `key` its independence.

```lean
/-- If all translations (1,t) of G act as exp(-i k·t), then there is a function P on the point group
with P(R) = exp(i k·w) D(R,w) for all (R,w) in G, and P(R₁)P(R₂) = exp(-i(R₁⁻¹k - k)·w₂) P(R₁R₂). -/
theorem small_representation {D : G →* A} {k : V} (hD : BlochAt D k) :
    ∃ P : pointGroup G → A, (∀ g : G, P (toPoint g) = wave k g.1.trans • D g) ∧
      ∀ g h : G, P (toPoint g) * P (toPoint h)
        = wave (-(g.1.rot⁻¹ k - k)) h.1.trans • P (toPoint g * toPoint h) := by
  have hsurj : ∀ R : pointGroup G, ∃ g : G, toPoint g = R := by
    rintro ⟨_, g, hg, rfl⟩
    exact ⟨⟨g, hg⟩, rfl⟩
  choose s hs using hsurj
  -- the choice of representative is immaterial
  have key : ∀ g : G, smallOp D k (s (toPoint g)) = smallOp D k g := fun g =>
    smallOp_eq_of_rot_eq hD _ _ (congrArg Subtype.val (hs (toPoint g)))
  refine ⟨fun R => smallOp D k (s R), key, fun g h => ?_⟩
  have hgh : toPoint g * toPoint h = toPoint (g * h) := rfl
  simp only [hgh, key]
  exact smallOp_mul D k g h
```

## (f) When the phase disappears

Assume also \(1\neq0\), and that either every \(R\) fixes \(k\) or every \(w\) occurring in \(G\) is itself a translation of \(G\). Show that \(P(1)=1\) and
\[
P(R_1)P(R_2)=P(R_1R_2).
\]

**Solution.** In the first case \(R_1^{-1}k-k=0\). In the second, (d) with \(t=w_2\) makes the exponent a multiple of \(2\pi i\). Either way the factor is 1, which is `hf` in the code; the identity \((1,0)\) gives \(P(1)=1\).

The smallest wave vector, \(k=0\), falls under the first case: translations act as the identity and \(P(R)=D(R,w)\).

```lean
/-- Let 1 ≠ 0 in A and let all translations (1,t) of G act as exp(-i k·t). If all R fix k, or all w
are themselves translations of G, then R ↦ exp(i k·w) D(R,w) is a representation of the point group.
-/
theorem ordinary_representation [Nontrivial A] {D : G →* A} {k : V} (hD : BlochAt D k)
    (hG : (∀ g : G, g.1.rot k = k) ∨ ∀ g : G, (⟨1, g.1.trans⟩ : Seitz V) ∈ G) :
    ∃ P : pointGroup G →* A, ∀ g : G, P (toPoint g) = wave k g.1.trans • D g := by
  obtain ⟨P, hP, hm⟩ := small_representation hD
  have hf : ∀ g h : G, wave (-(g.1.rot⁻¹ k - k)) h.1.trans = 1 := by
    intro g h
    rcases hG with hk | hL
    · have hi : g.1.rot⁻¹ k = k := hk g⁻¹
      rw [hi, sub_self, neg_zero]
      simp [wave]
    · obtain ⟨n, hn⟩ := little_group_condition hD g _ (hL h)
      rw [wave, inner_neg_left, hn]
      exact Complex.exp_eq_one_iff.2 ⟨-n, by push_cast; ring⟩
  refine ⟨⟨⟨P, ?_⟩, ?_⟩, hP⟩
  · have h1 := hP 1
    rw [map_one] at h1
    change P 1 = wave k 0 • (1 : A) at h1
    rw [h1]
    simp [wave]
  · rintro ⟨_, g, hg, rfl⟩ ⟨_, h, hh, rfl⟩
    have := hm ⟨g, hg⟩ ⟨h, hh⟩
    rw [hf, one_smul] at this
    exact this.symm
```

## (g) Isometries of a line

Show that a linear isometry \(R\) of \(\mathbb R\) satisfies
\[
R(x)=x\,R(1),\qquad R(1)=\pm1 .
\]

**Solution.** Linearity gives the first equation, and \(|R(1)|=|1|=1\) the second.

```lean
/-- A linear isometry of the line is multiplication by 1 or by -1. -/
theorem rot_line (R : ℝ ≃ₗᵢ[ℝ] ℝ) : (R 1 = 1 ∨ R 1 = -1) ∧ ∀ x, R x = x * R 1 := by
  constructor
  · have h := R.norm_map 1
    rw [norm_one, Real.norm_eq_abs] at h
    exact eq_or_eq_neg_of_abs_eq h
  · intro x
    have h := map_smul R x (1 : ℝ)
    rwa [smul_eq_mul, smul_eq_mul, mul_one] at h
```

## (h) A minus sign at the zone edge

Take the chain of period 1 with an inversion centre at \(1/4\). Its elements carry \(1/4\) to \(1/4+n\), so \(w=n+(1-R(1))/4\) with \(n\) an integer. Let \(D(g)=e^{-i\pi n}\) and \(k=\pi\). Show that \(D\) satisfies the Bloch condition, that \((-1,\tfrac12)\) belongs to the chain, and that its factor with itself is
\[
e^{-i(R^{-1}k-k)/2}=-1 .
\]

**Solution.** Displacements \(n\) and \(m\) combine to \(n\pm m\), and the sign does not affect \(e^{-i\pi(n\pm m)}\), so \(D\) is a homomorphism. A translation has \(w=n\), hence \(D=e^{-ik w}\). The inversion \((-1,\tfrac12)\) has \(n=0\). Finally \(R^{-1}k-k=-2\pi\), and the factor is \(e^{i\pi}=-1\).

In numbers, \(P(-1)=e^{i\pi/2}\cdot1=i\). The element \((-1,\tfrac32)\) gives the same value, \(e^{3i\pi/2}\cdot(-1)=i\). Then \(P(-1)^2=-1\), although \(P(1)=1\). Here the sign comes from the choice of origin: with the origin at the inversion centre, \((-1,0)\) represents the inversion and the factor is 1.

```lean
/-- The isometries of the line that carry the point 1/4 to 1/4 + n with n an integer. -/
def chain : Subgroup (Seitz ℝ) where
  carrier := {g | ∃ n : ℤ, g.trans = n + (1 - g.rot 1) / 4}
  one_mem' := ⟨0, by change (0 : ℝ) = ((0 : ℤ) : ℝ) + (1 - 1) / 4; norm_num⟩
  mul_mem' := by
    rintro g h ⟨n, hn⟩ ⟨m, hm⟩
    change ∃ p : ℤ, g.trans + g.rot h.trans = p + (1 - g.rot (h.rot 1)) / 4
    rw [(rot_line g.rot).2 h.trans, (rot_line g.rot).2 (h.rot 1), hn, hm]
    rcases (rot_line g.rot).1 with r | r
    · exact ⟨n + m, by rw [r]; push_cast; ring⟩
    · exact ⟨n - m, by rw [r]; push_cast; ring⟩
  inv_mem' := by
    rintro g ⟨n, hn⟩
    change ∃ p : ℤ, -(g.rot⁻¹ g.trans) = p + (1 - g.rot⁻¹ 1) / 4
    have h1 : g.rot (g.rot⁻¹ 1) = 1 := g.rot.apply_symm_apply 1
    rw [(rot_line g.rot).2 (g.rot⁻¹ 1)] at h1
    rw [(rot_line g.rot⁻¹).2 g.trans, hn]
    rcases (rot_line g.rot⁻¹).1 with r | r
    · rw [r] at h1 ⊢
      exact ⟨-n, by push_cast; linarith⟩
    · rw [r] at h1 ⊢
      exact ⟨n, by linarith⟩

/-- The character exp(-iπn) of the chain, n being the displacement of the point 1/4. -/
def edgeRep : chain →* ℂ where
  toFun g := Complex.exp (-(π * Complex.I) * ((g.1.trans - (1 - g.1.rot 1) / 4 : ℝ) : ℂ))
  map_one' := by
    change Complex.exp (-(π * Complex.I) * (((0 : ℝ) - (1 - 1) / 4 : ℝ) : ℂ)) = 1
    simp
  map_mul' := by
    rintro ⟨g, n, hn⟩ ⟨h, m, hm⟩
    change Complex.exp (-(π * Complex.I) *
      ((g.trans + g.rot h.trans - (1 - g.rot (h.rot 1)) / 4 : ℝ) : ℂ)) = _
    rw [(rot_line g.rot).2 h.trans, (rot_line g.rot).2 (h.rot 1), ← Complex.exp_add]
    apply Complex.exp_eq_exp_iff_exists_int.2
    simp only [hn, hm]
    rcases (rot_line g.rot).1 with r | r
    · exact ⟨0, by rw [r]; push_cast; ring⟩
    · exact ⟨m, by rw [r]; push_cast; ring⟩

/-- At k = π the translations of the chain act by exp(-i k·t) in this character; the chain
contains the inversion (-1, 1/2), whose factor with itself is -1. -/
theorem edgeRep_witness : BlochAt edgeRep π ∧
    (⟨LinearIsometryEquiv.neg ℝ, 1 / 2⟩ : Seitz ℝ) ∈ chain ∧
    wave (-((LinearIsometryEquiv.neg ℝ : ℝ ≃ₗᵢ[ℝ] ℝ)⁻¹ π - π)) (1 / 2 : ℝ) = -1 := by
  have hin : ∀ a b : ℝ, ⟪a, b⟫_ℝ = a * b := by
    intro a b
    simp only [RCLike.inner_apply, conj_trivial]
    ring
  refine ⟨?_, ⟨0, ?_⟩, ?_⟩
  · intro g hg
    change Complex.exp (-(π * Complex.I) * ((g.1.trans - (1 - g.1.rot 1) / 4 : ℝ) : ℂ)) = _
    have h1 : g.1.rot 1 = 1 := by rw [hg]; rfl
    rw [h1, wave, hin, smul_eq_mul, mul_one]
    congr 1
    push_cast
    ring
  · change (1 / 2 : ℝ) = ((0 : ℤ) : ℝ) + (1 - (-1)) / 4
    norm_num
  · rw [show (LinearIsometryEquiv.neg ℝ : ℝ ≃ₗᵢ[ℝ] ℝ)⁻¹ π = -π from rfl, wave, hin,
      show -(-π - π) * (1 / 2) = π by ring, mul_comm, Complex.exp_pi_mul_I]

end

end SmallRepresentations
```

```lean
#print axioms SmallRepresentations.ordinary_representation
```

```
'SmallRepresentations.ordinary_representation' depends on axioms: [propext, Classical.choice, Quot.sound]
```
